# Bloch functions with multiplier λ on a ring of M cells of L sites form a space of dimension L if λ^M = 1 and 0 otherwise

Take a ring of four sites, numbered 0 to 3, and a complex function ψ on it that is multiplied by a fixed number λ at each step of two sites: then ψ(2) = λ ψ(0) and ψ(0) = λ ψ(2), so ψ(0) = λ² ψ(0), and in the same way ψ(1) = λ² ψ(1). If λ² = 1, the values ψ(0) and ψ(1) are free and fix the other two, and otherwise ψ vanishes everywhere; the Lean file proves the corresponding count for M cells of L sites, for all positive integers L and M.

```lean
import Mathlib

open Module

namespace BlochCounting

noncomputable section

/-- The Bloch functions with multiplier `lam` on a ring of `M` cells with `L` sites each:
translation by one cell multiplies the function by `lam`. -/
def blochSpace (L M : ℕ) (lam : ℂ) : Submodule ℂ (ZMod (L * M) → ℂ) where
  carrier := {ψ | ∀ x, ψ (x + (L : ZMod (L * M))) = lam * ψ x}
  zero_mem' := by
    intro x
    simp
  add_mem' := by
    intro f g hf hg x
    have h1 : f (x + (L : ZMod (L * M))) = lam * f x := hf x
    have h2 : g (x + (L : ZMod (L * M))) = lam * g x := hg x
    show f (x + (L : ZMod (L * M))) + g (x + (L : ZMod (L * M))) = lam * (f x + g x)
    rw [h1, h2, mul_add]
  smul_mem' := by
    intro a f hf x
    have h1 : f (x + (L : ZMod (L * M))) = lam * f x := hf x
    show a * f (x + (L : ZMod (L * M))) = lam * (a * f x)
    rw [h1]
    ring

/-- The continuation of the amplitudes `c` of one cell to all sites `n = 0, 1, 2, ...`,
with one factor `lam` for each cell crossed. -/
def cellWave (L : ℕ) [NeZero L] (lam : ℂ) (c : Fin L → ℂ) (n : ℕ) : ℂ :=
  lam ^ (n / L) * c ⟨n % L, Nat.mod_lt _ (NeZero.pos L)⟩

/-- Translation by `q` cells multiplies a Bloch function by `lam ^ q`. -/
theorem translate_cells {L M : ℕ} {lam : ℂ} {ψ : ZMod (L * M) → ℂ}
    (hψ : ψ ∈ blochSpace L M lam) (q : ℕ) (x : ZMod (L * M)) :
    ψ (x + ((q * L : ℕ) : ZMod (L * M))) = lam ^ q * ψ x := by
  induction q with
  | zero => simp
  | succ q ih =>
    have h : x + (((q + 1) * L : ℕ) : ZMod (L * M))
        = (x + ((q * L : ℕ) : ZMod (L * M))) + (L : ZMod (L * M)) := by
      rw [add_mul, one_mul, Nat.cast_add, add_assoc]
    have h1 : ψ ((x + ((q * L : ℕ) : ZMod (L * M))) + (L : ZMod (L * M)))
        = lam * ψ (x + ((q * L : ℕ) : ZMod (L * M))) := hψ _
    rw [h, h1, ih]
    ring

/-- Moving `k` cells along the continued wave gives the factor `lam ^ k`. -/
theorem cellWave_add (L : ℕ) [NeZero L] (lam : ℂ) (c : Fin L → ℂ) (n k : ℕ) :
    cellWave L lam c (n + L * k) = lam ^ k * cellWave L lam c n := by
  simp only [cellWave, Nat.add_mul_div_left _ _ (NeZero.pos L), Nat.add_mul_mod_self_left]
  ring

/-- If `lam ^ M = 1`, the continued wave closes on itself after `M` cells. -/
theorem cellWave_mod {L M : ℕ} [NeZero L] {lam : ℂ} (hlam : lam ^ M = 1)
    (c : Fin L → ℂ) (n : ℕ) :
    cellWave L lam c (n % (L * M)) = cellWave L lam c n := by
  have h := cellWave_add L lam c (n % (L * M)) (M * (n / (L * M)))
  rw [← mul_assoc L M, Nat.mod_add_div, pow_mul, hlam, one_pow, one_mul] at h
  exact h.symm

/-- A Bloch function is the continuation of its own amplitudes in the first cell. -/
theorem eq_cellWave {L M : ℕ} [NeZero L] [NeZero M] {lam : ℂ} {ψ : ZMod (L * M) → ℂ}
    (hψ : ψ ∈ blochSpace L M lam) (x : ZMod (L * M)) :
    ψ x = cellWave L lam (fun r => ψ ((r : ℕ) : ZMod (L * M))) x.val := by
  have h := translate_cells hψ (x.val / L) ((x.val % L : ℕ) : ZMod (L * M))
  -- split the site into its position in the cell and the number of cells crossed
  have e : ((x.val % L : ℕ) : ZMod (L * M)) + ((x.val / L * L : ℕ) : ZMod (L * M)) = x := by
    rw [← Nat.cast_add, Nat.mod_add_div', ZMod.natCast_zmod_val]
  rw [e] at h
  exact h

/-- If `lam ^ M = 1`, any amplitudes in one cell continue to a Bloch function on the ring. -/
theorem cellWave_mem {L M : ℕ} [NeZero L] [NeZero M] {lam : ℂ} (hlam : lam ^ M = 1)
    (c : Fin L → ℂ) :
    (fun x : ZMod (L * M) => cellWave L lam c x.val) ∈ blochSpace L M lam := by
  intro x
  show cellWave L lam c (x + (L : ZMod (L * M))).val = lam * cellWave L lam c x.val
  have h := cellWave_add L lam c x.val 1
  rw [mul_one, pow_one] at h
  rw [ZMod.val_add, ZMod.val_natCast, Nat.add_mod_mod, cellWave_mod hlam, h]

/-- For `lam ^ M = 1`, restriction to the first cell identifies the Bloch functions with
the free choices of `L` complex amplitudes. -/
def cellEquiv {L M : ℕ} [NeZero L] [NeZero M] {lam : ℂ} (hlam : lam ^ M = 1) :
    blochSpace L M lam ≃ₗ[ℂ] (Fin L → ℂ) where
  toFun ψ := fun r => ψ.1 ((r : ℕ) : ZMod (L * M))
  map_add' _ _ := rfl
  map_smul' _ _ := rfl
  invFun c := ⟨fun x => cellWave L lam c x.val, cellWave_mem hlam c⟩
  left_inv ψ := Subtype.ext (funext fun x => (eq_cellWave ψ.2 x).symm)
  right_inv c := by
    funext r
    show cellWave L lam c ((r : ℕ) : ZMod (L * M)).val = c r
    rw [ZMod.val_natCast, cellWave_mod hlam]
    simp [cellWave, Nat.div_eq_of_lt r.2, Nat.mod_eq_of_lt r.2]

/-- On a ring of `M` cells with `L` sites each, the Bloch functions with multiplier `lam`
form a space of dimension `L` if `lam ^ M = 1`, and of dimension `0` otherwise. -/
theorem finrank_blochSpace (L M : ℕ) [NeZero L] [NeZero M] (lam : ℂ) :
    finrank ℂ (blochSpace L M lam) = if lam ^ M = 1 then L else 0 := by
  split_ifs with hl
  · rw [(cellEquiv hl).finrank_eq, Module.finrank_fin_fun]
  · have hbot : blochSpace L M lam = ⊥ := by
      rw [Submodule.eq_bot_iff]
      intro ψ hψ
      funext x
      -- one trip around the ring returns to the same site
      have h := translate_cells hψ M x
      rw [mul_comm M L, ZMod.natCast_self, add_zero] at h
      have h0 : (lam ^ M - 1) * ψ x = 0 := by linear_combination -h
      exact (mul_eq_zero.mp h0).resolve_left (sub_ne_zero.mpr hl)
    rw [hbot, finrank_bot]

/-- Exactly `M` multipliers, one for each cell of the ring, admit a nonzero Bloch function. -/
theorem ncard_allowed_multipliers (L M : ℕ) [NeZero L] [NeZero M] :
    {lam : ℂ | blochSpace L M lam ≠ ⊥}.ncard = M := by
  have hset : {lam : ℂ | blochSpace L M lam ≠ ⊥}
      = ((Polynomial.nthRootsFinset M (1 : ℂ) : Finset ℂ) : Set ℂ) := by
    ext lam
    rw [Set.mem_ofPred_eq, Finset.mem_coe, Polynomial.mem_nthRootsFinset (NeZero.pos M),
      ne_eq, ← Submodule.finrank_eq_zero (R := ℂ), finrank_blochSpace]
    by_cases h : lam ^ M = 1 <;> simp [h, NeZero.ne L]
  rw [hset, Set.ncard_coe_finset]
  exact (Complex.isPrimitiveRoot_exp M (NeZero.ne M)).card_nthRootsFinset

/-- The dimensions of the Bloch spaces, summed over the `M`-th roots of unity, add up to the
number `L * M` of sites. -/
theorem sum_finrank_blochSpace (L M : ℕ) [NeZero L] [NeZero M] :
    ∑ lam ∈ Polynomial.nthRootsFinset M (1 : ℂ), finrank ℂ (blochSpace L M lam) = L * M := by
  have h : ∀ lam ∈ Polynomial.nthRootsFinset M (1 : ℂ),
      finrank ℂ (blochSpace L M lam) = L := by
    intro lam hl
    rw [finrank_blochSpace, if_pos ((Polynomial.mem_nthRootsFinset (NeZero.pos M) _).mp hl)]
  rw [Finset.sum_congr rfl h, Finset.sum_const, smul_eq_mul,
    (Complex.isPrimitiveRoot_exp M (NeZero.ne M)).card_nthRootsFinset, mul_comm]

end

end BlochCounting
```

```lean
#print axioms BlochCounting.finrank_blochSpace
-- 'BlochCounting.finrank_blochSpace' depends on axioms: [propext, Classical.choice, Quot.sound]
#print axioms BlochCounting.ncard_allowed_multipliers
-- 'BlochCounting.ncard_allowed_multipliers' depends on axioms: [propext, Classical.choice, Quot.sound]
#print axioms BlochCounting.sum_finrank_blochSpace
-- 'BlochCounting.sum_finrank_blochSpace' depends on axioms: [propext, Classical.choice, Quot.sound]
```

## Three counts on a periodic ring

The sites are the elements of `ZMod (L * M)`, the integers modulo L M. Addition in this type is translation along the ring, and a step beyond the last site arrives at site 0. This is the Born-von Karman boundary condition: a finite piece of crystal is closed on itself, so that it has no ends and every cell has the same surroundings. The condition is built into the type and doesn't appear as a separate hypothesis.

A function `ψ : ZMod (L * M) → ℂ` assigns one complex amplitude to each site. The multiplier λ is written `lam` in the file, and `blochSpace L M lam` is the set of functions that satisfy

ψ(x + L) = λ ψ(x) for every site x.

Sums and complex multiples of such functions satisfy the same equation, so the set is a linear subspace. The fields `zero_mem'`, `add_mem'` and `smul_mem'` of the definition check this.

The main theorem, `finrank_blochSpace`, gives the dimension of this subspace over the complex numbers. It is L if λ^M = 1, and 0 otherwise. The multiplier may be any complex number. In particular, nobody has to assume that it is a phase: the condition λ^M = 1 forces |λ| = 1, and every multiplier of another modulus falls into the case of dimension 0.

Two further theorems count over all multipliers. `ncard_allowed_multipliers` says that exactly M complex numbers λ admit a nonzero Bloch function. `sum_finrank_blochSpace` says that the dimensions, summed over the M-th roots of unity, add up to L M, which is the number of sites.

The hypotheses `[NeZero L]` and `[NeZero M]` say that L and M are positive. The smallest sizes are included. For M = 1 there is a single cell, λ = 1 is the only allowed multiplier, and all L amplitudes are free. For L = 1 each allowed multiplier has a one-dimensional space, spanned by a discrete plane wave.

## The multiplier as a crystal momentum

Let a be the length of a cell. A multiplier of modulus 1 can be written as

λ = e^(i k a),

where k is the crystal momentum in units of ħ, defined up to multiples of 2π/a. The condition λ^M = 1 then becomes

k = 2π j / (M a), with j = 0, 1, ..., M − 1.

These are the usual allowed momenta of a periodic chain, one for each cell. The file works with λ throughout and doesn't introduce k or a length.

The number L counts the amplitudes inside a cell. In a one-dimensional tight-binding model of non-interacting electrons with one orbital per site, it is the number of bands, and the sum rule says that M momenta with L bands each account for all L M one-electron states, spin aside. If an atom carries several orbitals, each orbital can be counted as a site of its own, since the file uses no distances between sites.

Bloch's theorem in its usual sense is a statement about the eigenstates of a periodic Hamiltonian. The file has no Hamiltonian in it; it counts the functions that have the Bloch form. The link is short. If a linear operator H commutes with translation by one cell and ψ has multiplier λ, then H ψ has multiplier λ too, so H acts within each Bloch space and can be diagonalised there when it is Hermitian. This last argument is ordinary linear algebra added here, and the theorems in the file speak only of the translation condition.

The model is one-dimensional and discrete. Lattices in two or three dimensions and wave functions of a continuous coordinate are not covered.

## One cell fixes the whole ring

Let ψ be a Bloch function with multiplier λ. Applying the defining equation q times gives

ψ(x + q L) = λ^q ψ(x).

For q = 0 this is trivial, and each further cell contributes one more factor λ.

Now number the sites n = 0, 1, ..., L M − 1 and divide n by L with remainder:

n = q L + r, with 0 ≤ r < L.

Here q is the number of the cell and r the position within it. Starting from site r in the first cell and moving q cells gives

ψ(n) = λ^q ψ(r).

The L values ψ(0), ..., ψ(L − 1) therefore determine ψ completely, and the dimension can't exceed L.

It remains to see which choices of these values are possible. One trip around the ring consists of M cells and returns to the same site, so

ψ(x) = ψ(x + M L) = λ^M ψ(x),

and hence

(λ^M − 1) ψ(x) = 0.

If λ^M ≠ 1, the first factor is not zero, so ψ(x) = 0 at every site. The space contains only the zero function and has dimension 0.

If λ^M = 1, choose any complex numbers c(0), ..., c(L − 1) and define, for every natural number n = q L + r,

W(n) = λ^q c(r).

In this section and the next, k is a number of cells, as in the Lean file, and not the crystal momentum. Adding k cells to n raises q by k and leaves r alone, so

W(n + L k) = λ^k W(n).

With k = M t, for any natural number t, the factor is λ^(M t) = (λ^M)^t = 1. Thus W doesn't change when a multiple of L M is added to n, and it defines a function on the ring. With k = 1 the same formula gives the Bloch condition, also for the step that leaves the last cell and enters the first. There q would have to fall from M − 1 to 0, and the two values agree because λ^M = 1.

Every choice of c thus gives a Bloch function whose values in the first cell are c(0), ..., c(L − 1), and every Bloch function arises in this way from its own values there. The space has the same dimension as the space of L complex amplitudes, which is L.

The amplitudes are not normalised. Since |λ| = 1 for an allowed multiplier, each cell contributes the same weight, and

Σ_n |ψ(n)|² = M Σ_r |c(r)|².

A Bloch function normalised on the whole ring therefore has Σ_r |c(r)|² = 1/M in each cell.

For the two totals, recall that the equation λ^M = 1 has exactly M complex solutions, the numbers e^(2πi j/M) with j = 0, 1, ..., M − 1. Since L is positive, a space of dimension L is not zero, so these are exactly the multipliers that admit a nonzero Bloch function. Each contributes L to the sum of dimensions, and the total is M L.

## Quotients and remainders in the Lean proof

The function W appears as `cellWave`. Its quotient `n / L` is division of natural numbers, so it is the cell number q, and `n % L` is the position r. The amplitudes have type `Fin L → ℂ`, a list of L complex numbers indexed from 0 to L − 1. Because W is defined on natural numbers, it can first be continued without end and only then be wrapped onto the ring.

`translate_cells` is the formula for q cells, proved by induction on q. `cellWave_add` is the rule for W(n + L k), and it rests on the two facts that the quotient grows by k and the remainder stays the same. `cellWave_mod` applies this rule to n mod L M, with k equal to M times the number of complete trips contained in n. The hypothesis λ^M = 1 enters here and reduces the factor to 1.

`eq_cellWave` states that a Bloch function is the continuation of its own first cell. For a site `x`, the expression `x.val` is its number between 0 and L M − 1. The proof splits this number into quotient and remainder and applies `translate_cells` from the site in the first cell.

`cellWave_mem` is the converse: the continued wave satisfies the Bloch condition on the ring. The number of the site x + L is `x.val` + L reduced modulo L M. The lemma `cellWave_mod` removes the reduction, and `cellWave_add` with one cell supplies the factor λ. This treats steps inside the ring and the step across the closing point together, without a case distinction.

`cellEquiv` joins the two directions into a linear equivalence between the Bloch space and `Fin L → ℂ`. The map `toFun` reads off the first cell and `invFun` continues it. That the two undo each other is `eq_cellWave` in one order. In the other order, `cellWave_mod` removes the reduction modulo L M, and a site r < L has quotient 0 and remainder r.

In `finrank_blochSpace`, `split_ifs` separates the two cases. When λ^M = 1, the equivalence carries over the dimension of `Fin L → ℂ`. When λ^M ≠ 1, the trip around the ring gives the product equation (λ^M − 1) ψ(x) = 0, and the space is shown to be `⊥`, the subspace that contains only zero.

`ncard_allowed_multipliers` identifies the allowed multipliers with `Polynomial.nthRootsFinset M (1 : ℂ)`, the finite set of M-th roots of unity. Its size is M because e^(2πi/M) is a primitive root. `sum_finrank_blochSpace` then adds M equal terms L.

## Small matrices on a mesh of k points

In a tight-binding calculation for such a chain, the count appears as a change in matrix size. Instead of one Hermitian matrix with L M rows, the program diagonalises M matrices with L rows, one for each allowed k. The Bloch condition supplies the phase factors that multiply the hopping amplitudes between cells. With nearest-neighbour hopping, the equation at site L − 1 contains ψ(L), which is replaced by λ ψ(0), and the equation at site 0 contains ψ(−1), which is replaced by λ^(−1) ψ(L − 1). Only the L amplitudes of the first cell remain as unknowns.

The unknowns here are values of ψ itself, and the Bloch factor λ enters only in the hopping terms between different cells. Some programs also attach a phase to the position of each orbital inside the cell. This changes the matrix by a diagonal unitary transformation and leaves the energies as they are.

The same splitting can be carried out on a given array `psi` of L M amplitudes. In NumPy, `psi.reshape(M, L)` puts the cell number q in the rows and the position r in the columns, and `np.fft.fft(..., axis=0)` transforms over the cells. Row j of the result, divided by M, holds the L first-cell amplitudes of the component with λ = e^(2πi j/M).

For this non-interacting model, the energies collected from the M allowed points, with multiplicity, number L M, as many as a single calculation on the full ring gives. The count alone doesn't test the choice of the points, since any M values of k give L M energies. A stronger check compares the energies themselves with those of the full ring.
